# Orthonormal rows and the dimensions 3, 3, 4, 5 in the icosahedral table

## The ten rotations of a pentagon

A flat regular pentagon of atoms is carried to itself by ten rotations: the identity, two by ±72°, two by ±144°, and five half turns about axes in the plane. Which degeneracies can this symmetry force on the energy levels of one electron, if its spin is left aside? Representation theory supplies two facts. There are as many irreducible representations as classes of rotations, here four, and the squares of their dimensions sum to the number of rotations. One of the four is the trivial representation, of dimension 1, so the other three satisfy

1 + a² + b² + c² = 10.

The only positive solution in increasing order is 1, 2, 2. The symmetry therefore allows singlets and two kinds of doublet.

The doublets have character 2 cos θ or 2 cos 2θ on a rotation by θ in the plane, and 0 on the half turns. Put φ = 1 + 2 cos(2π/5), the golden ratio. On the four classes the doublets are then (2, φ−1, −φ, 0) and (2, −φ, φ−1, 0). Averaged over the ten rotations, the square of the first is

(4 + 2(φ−1)² + 2φ²)/10 = 1,

because φ² = φ + 1 gives (φ−1)² + φ² = 3. For the icosahedron, an equation of the same kind gives the dimensions, and the same quadratic relation for φ serves to check that the rows of the character table are orthonormal.

## Sixty rotations and four unknown dimensions

The icosahedron has 60 rotations in five classes: the identity E, 12 rotations C5 by ±72°, 12 rotations C5² by ±144°, 20 rotations C3 by ±120°, and 15 half turns C2. Besides the trivial representation there are four dimensions a ≤ b ≤ c ≤ d, with

a² + b² + c² + d² = 59.

Since a, b and c are at least 1, d² ≤ 56 and d ≤ 7. Since d is the largest, 4d² ≥ 59 and d ≥ 4. Four values remain.

- d = 7 leaves 10 for the other three squares. Taking c = 3, 2 or 1 leaves 1, 6 or 9 for a² + b², and none of these works with 1 ≤ a ≤ b ≤ c.
- d = 6 leaves 23. Taking c = 4 or 3 leaves 7 or 14, neither a sum of two squares, and a smaller c gives too little.
- d = 5 leaves 34. Taking c = 5 leaves 9, which is not a sum of two positive squares; c = 4 leaves 18 = 3² + 3²; a smaller c gives too little.
- d = 4 leaves 43. Taking c = 4 leaves 27, not a sum of two squares, and a smaller c gives too little.

So the dimensions are 3, 3, 4, 5. Positivity matters, since 0, 1, 3, 7 also solves the equation.

## The golden ratio as the trace of a rotation

Let x = cos(π/5). Since 3π/5 = π − 2π/5, we have cos(3π/5) = −cos(2π/5), that is

4x³ − 3x = −(2x² − 1), or (x + 1)(4x² − 2x − 1) = 0.

As x is positive, x = (1 + √5)/4. The double-angle formula then gives

φ = 1 + 2(2x² − 1) = 4x² − 1 = 2x = (1 + √5)/2,

and φ² = 4x² = 2x + 1 = φ + 1.

A rotation of ordinary space by θ has trace 1 + 2 cos θ, whatever its axis. At the five class angles 0, 2π/5, 4π/5, 2π/3 and π this is 3, φ, 1 − 2x = 1 − φ, 0 and −1. These numbers form the row T1, the character of the three p orbitals. The rows T2, G and H are quoted from group theory, not derived here. The whole table is

| | E | C5 | C5² | C3 | C2 |
|---|---|---|---|---|---|
| A | 1 | 1 | 1 | 1 | 1 |
| T1 | 3 | φ | 1−φ | 0 | −1 |
| T2 | 3 | 1−φ | φ | 0 | −1 |
| G | 4 | −1 | −1 | 1 | 0 |
| H | 5 | 0 | 0 | −1 | 1 |

Write ψ = 1 − φ. The quadratic relation gives

φ + ψ = 1, φψ = −1, φ² + ψ² = 3.

The product T1·T1, taken class by class, is (9, φ², ψ², 0, 1) = (9, 1+φ, 1+ψ, 0, 1), which is A + T1 + H. This is the familiar splitting of the products of two vectors into a scalar, a cross product and five d-like functions. Likewise T1·T2 = (9, −1, −1, 0, 1) = G + H.

## Orthonormal rows and the reduction formula

The inner product of two rows weights the classes by (1, 12, 12, 20, 15)/60. Multiplied by 60, the inner products are:

- A·A = 1 + 12 + 12 + 20 + 15 = 60
- A·T1 = A·T2 = 3 + 12(φ+ψ) − 15 = 0
- A·G = 4 − 12 − 12 + 20 = 0
- A·H = 5 − 20 + 15 = 0
- T1·T1 = T2·T2 = 9 + 12(φ²+ψ²) + 15 = 60
- T1·T2 = 9 + 24φψ + 15 = 0
- T1·G = T2·G = 12 − 12(φ+ψ) = 0
- T1·H = T2·H = 15 − 15 = 0
- G·G = 16 + 12 + 12 + 20 = 60
- G·H = 20 − 20 = 0
- H·H = 25 + 20 + 15 = 60

The columns are orthogonal too. Their sums of squares are 60, 5, 5, 3 and 4, which is 60/n_k for a class k of n_k rotations. The products of different columns are:

- E with C5 or C5²: 1 + 3(φ+ψ) − 4 = 0
- E with C3: 1 + 4 − 5 = 0
- E with C2: 1 − 3 − 3 + 5 = 0
- C5 with C5²: 1 + 2φψ + 1 = 0
- C5 or C5² with C3: 1 − 1 = 0
- C5 or C5² with C2: 1 − (φ+ψ) = 0
- C3 with C2: 1 − 1 = 0

Multiplied by √(n_k/60), the columns become orthonormal.

Now let f be any real function of the class, and let χ_i(k) be the entry of row i in column k. Exchanging the order of summation gives

Σ_i ⟨χ_i, f⟩ χ_i(k) = Σ_l (n_l f(l)/60) Σ_i χ_i(l) χ_i(k) = (n_k f(k)/60)(60/n_k) = f(k).

If f is the character of a set of orbitals, ⟨χ_i, f⟩ counts how often representation i occurs in it.

In a Hückel calculation for C60, a model of non-interacting electrons, there is one radial p orbital on each of the 60 atoms. No atom lies on a rotation axis, so every rotation except the identity moves all the atoms and the character is (60, 0, 0, 0, 0). Its inner product with each row is that row's dimension:

A + 3 T1 + 3 T2 + 4 G + 5 H.

In a symmetry-adapted basis the 60×60 Hamiltonian reduces to blocks of sizes 1, 3, 3, 4 and 5, each repeated as many times as the dimension of its representation. It has at most 16 distinct energies.

## Classes, angles and the table in Lean

The formal development treats the table as a real 5×5 matrix. The step left to group theory is the identification of its rows with the irreducible characters of the icosahedral rotation group: neither the group nor its representations are constructed, and the class sizes and angles are entered as data. Inversion and reflections are left out.

```lean
import Mathlib

open Matrix

namespace IcosahedralCharacterTable

noncomputable section
```

The golden ratio is defined by its cosine, so its closed form has to be proved.

```lean
/-- The trace of a rotation by one fifth of a turn, `1 + 2 cos (2π/5)`. -/
def phi : ℝ := 1 + 2 * Real.cos (2 * Real.pi / 5)
```

Classes are numbered 0 to 4 in the order E, C5, C5², C3, C2. The type `Fin 5 → ℝ` holds one real number per class. Class sizes are real because they serve as weights.

```lean
/-- The numbers of rotations in the classes E, C5, C5², C3, C2 of the icosahedral group. -/
def classSize : Fin 5 → ℝ := ![1, 12, 12, 20, 15]
```

One angle stands for each class; the opposite sense of rotation has the same trace.

```lean
/-- The rotation angles of the classes E, C5, C5², C3, C2. -/
def angle : Fin 5 → ℝ :=
  ![0, 2 * Real.pi / 5, 4 * Real.pi / 5, 2 * Real.pi / 3, Real.pi]
```

Rows are also numbered from 0, so `table 1` is T1 and `table 4` is H. Some books write F for T.

```lean
/-- The icosahedral table: rows A, T1, T2, G, H and columns E, C5, C5², C3, C2. -/
def table : Matrix (Fin 5) (Fin 5) ℝ :=
  !![1, 1, 1, 1, 1;
     3, phi, 1 - phi, 0, -1;
     3, 1 - phi, phi, 0, -1;
     4, -1, -1, 1, 0;
     5, 0, 0, -1, 1]
```

The inner product has no complex conjugate, since all the entries are real.

```lean
/-- The inner product of two real class functions, averaged over the 60 rotations. -/
def classInner (f g : Fin 5 → ℝ) : ℝ := (∑ k, classSize k * f k * g k) / 60
```

The z axis suffices for the traces, which do not depend on the axis.

```lean
/-- The matrix of a rotation by the angle `θ` about the z axis. -/
def rotZ (θ : ℝ) : Matrix (Fin 3) (Fin 3) ℝ :=
  !![Real.cos θ, -Real.sin θ, 0; Real.sin θ, Real.cos θ, 0; 0, 0, 1]
```

## The dimension equation

For natural numbers with 0 < a ≤ b ≤ c ≤ d, the theorem says that the equation holds if and only if the numbers are 3, 3, 4, 5. The hypothesis `ha` expresses that a representation has at least one dimension; the ordering only fixes how the dimensions are listed. The equation itself comes from representation theory and enters as one side of the equivalence.

`nlinarith` finds the bound d ≤ 7, `interval_cases` lists the remaining values of all four numbers, and `omega` settles each case. This replaces the shorter search by remainders. The converse is a numerical check.

```lean
/-- Four positive integers in increasing order, together with a one, have squares
that sum to 60 exactly when they are 3, 3, 4, 5. -/
theorem dimensions_unique {a b c d : ℕ} (ha : 0 < a) (hab : a ≤ b) (hbc : b ≤ c)
    (hcd : c ≤ d) :
    1 + a ^ 2 + b ^ 2 + c ^ 2 + d ^ 2 = 60 ↔ a = 3 ∧ b = 3 ∧ c = 4 ∧ d = 5 := by
  constructor
  · intro h
    -- the largest dimension is at most 7, which leaves finitely many cases
    have hd : d ≤ 7 := by nlinarith
    have hb0 : 0 < b := by omega
    have hc0 : 0 < c := by omega
    have hd0 : 0 < d := by omega
    interval_cases d <;> interval_cases c <;> interval_cases b <;>
      interval_cases a <;> omega
  · rintro ⟨rfl, rfl, rfl, rfl⟩
    norm_num
```

## From the cosine to the quadratic relation

The double-angle formula and Mathlib's value of cos(π/5) turn `phi` into an expression in √5. The final `linear_combination` uses (√5)² = 5.

```lean
/-- The trace of a rotation by one fifth of a turn is the golden ratio. -/
theorem phi_eq_golden : phi = (1 + Real.sqrt 5) / 2 := by
  have h : Real.sqrt 5 ^ 2 = 5 := Real.sq_sqrt (by norm_num)
  unfold phi
  rw [show 2 * Real.pi / 5 = 2 * (Real.pi / 5) by ring, Real.cos_two_mul,
    Real.cos_pi_div_five]
  linear_combination (1 / 4) * h
```

The same identity for √5 then gives the quadratic relation.

```lean
/-- The golden ratio equation `φ² = φ + 1`. -/
theorem phi_sq : phi ^ 2 = phi + 1 := by
  have h : Real.sqrt 5 ^ 2 = 5 := Real.sq_sqrt (by norm_num)
  rw [phi_eq_golden]
  linear_combination (1 / 4) * h
```

## The first triplet as a row of traces

For every class k, the entry of T1 equals the trace of the rotation matrix at that class's angle. The auxiliary statement `htr` is the formula 1 + 2 cos θ. The case C5 then holds by the definition of `phi`. The other four evaluate the cosine, with 4π/5 and 2π/3 rewritten as π − π/5 and π − π/3.

```lean
/-- The row T1 lists the traces of the rotation matrices at the angles of the five classes. -/
theorem T1_eq_trace_rotation (k : Fin 5) : table 1 k = (rotZ (angle k)).trace := by
  have htr : ∀ θ : ℝ, (rotZ θ).trace = 1 + 2 * Real.cos θ := by
    intro θ
    rw [Matrix.trace_fin_three]
    change Real.cos θ + Real.cos θ + 1 = 1 + 2 * Real.cos θ
    ring
  rw [htr]
  fin_cases k
  · change (3 : ℝ) = 1 + 2 * Real.cos 0
    rw [Real.cos_zero]
    norm_num
  · change phi = 1 + 2 * Real.cos (2 * Real.pi / 5)
    rfl
  · change 1 - phi = 1 + 2 * Real.cos (4 * Real.pi / 5)
    rw [show 4 * Real.pi / 5 = Real.pi - Real.pi / 5 by ring, Real.cos_pi_sub,
      Real.cos_pi_div_five, phi_eq_golden]
    ring
  · change (0 : ℝ) = 1 + 2 * Real.cos (2 * Real.pi / 3)
    rw [show 2 * Real.pi / 3 = Real.pi - Real.pi / 3 by ring, Real.cos_pi_sub,
      Real.cos_pi_div_three]
    norm_num
  · change (-1 : ℝ) = 1 + 2 * Real.cos Real.pi
    rw [Real.cos_pi]
    norm_num
```

The rows are next written out as lists for use in the later proofs.

```lean
/-- The five rows A, T1, T2, G, H of the table, written out as class functions. -/
theorem table_rows :
    table 0 = ![1, 1, 1, 1, 1] ∧ table 1 = ![3, phi, 1 - phi, 0, -1] ∧
      table 2 = ![3, 1 - phi, phi, 0, -1] ∧ table 3 = ![4, -1, -1, 1, 0] ∧
      table 4 = ![5, 0, 0, -1, 1] :=
  ⟨rfl, rfl, rfl, rfl, rfl⟩
```

The two product rules hold on each class separately. They are identities between numbers in the table, and no tensor product of representations is formed. After the split into classes, `linarith` uses `phi_sq` where φ² appears.

```lean
/-- On every class the products of the triplet rows decompose as
T1 · T1 = A + T1 + H and T1 · T2 = G + H. -/
theorem triplet_products (k : Fin 5) :
    table 1 k * table 1 k = table 0 k + table 1 k + table 4 k ∧
      table 1 k * table 2 k = table 3 k + table 4 k := by
  obtain ⟨h0, h1, h2, h3, h4⟩ := table_rows
  rw [h0, h1, h2, h3, h4]
  constructor <;> fin_cases k <;> norm_num <;> linarith [phi_sq]
```

## Orthonormality of the rows

For any two rows i and j, the class average of their product is 1 if they are the same row and 0 otherwise. The local statement `h` expands the average into the weighted sum of five products. `fin_cases` then runs through all 25 ordered pairs, where symmetry leaves 15 by hand. `norm_num` does the arithmetic, and `phi_sq` supplies the relation behind φψ = −1 and φ² + ψ² = 3.

```lean
/-- The rows of the icosahedral table are orthonormal for the class weights
(1, 12, 12, 20, 15)/60. -/
theorem rows_orthonormal (i j : Fin 5) :
    classInner (table i) (table j) = if i = j then 1 else 0 := by
  -- write the class average out, then use the golden ratio equation
  have h : ∀ a b c d e a' b' c' d' e' : ℝ,
      classInner ![a, b, c, d, e] ![a', b', c', d', e'] =
        (1 * a * a' + 12 * b * b' + 12 * c * c' + 20 * d * d' + 15 * e * e') / 60 := by
    intro a b c d e a' b' c' d' e'
    unfold classInner
    rw [Fin.sum_univ_five]
    rfl
  obtain ⟨h0, h1, -, -, -⟩ := table_rows
  have h2 : table ⟨2, by norm_num⟩ = ![3, 1 - phi, phi, 0, -1] := rfl
  have h3 : table ⟨3, by norm_num⟩ = ![4, -1, -1, 1, 0] := rfl
  have h4 : table ⟨4, by norm_num⟩ = ![5, 0, 0, -1, 1] := rfl
  fin_cases i <;> fin_cases j <;> norm_num [h0, h1, h2, h3, h4, h] <;> linarith [phi_sq]
```

## Columns and the expansion of a class function

Here the sum runs over rows with the columns k and l fixed. It equals 60 divided by the class size when the columns agree, and 0 when they differ. The proof again checks each pair with the help of `phi_sq`.

```lean
/-- Two different columns of the table are orthogonal, and the squares in one column
sum to 60 divided by the size of its class. -/
theorem columns_orthogonal (k l : Fin 5) :
    ∑ i, table i k * table i l = if k = l then 60 / classSize k else 0 := by
  obtain ⟨h0, h1, h2, h3, h4⟩ := table_rows
  rw [Fin.sum_univ_five, h0, h1, h2, h3, h4]
  fin_cases k <;> fin_cases l <;> norm_num [classSize] <;> linarith [phi_sq]
```

The last theorem takes an arbitrary real class function f and recovers its value on each class k from its inner products with the rows. It does not say that these coefficients are non-negative integers, which requires f to be the character of a representation.

The `calc` chain is the calculation with χ_i above. It expands the inner product, exchanges the two sums with `Finset.sum_comm`, and keeps only l = k by `columns_orthogonal`. The final cancellation uses `hk`, which says that no class is empty.

```lean
/-- The reduction formula: every real class function is the sum of the five rows, each
multiplied by its inner product with the function. -/
theorem reduction_formula (f : Fin 5 → ℝ) (k : Fin 5) :
    f k = ∑ i, classInner (table i) f * table i k := by
  have hk : classSize k ≠ 0 := by
    fin_cases k <;> norm_num [classSize]
  symm
  calc ∑ i, classInner (table i) f * table i k
      = ∑ i, ∑ l, classSize l * f l / 60 * (table i l * table i k) := by
        refine Finset.sum_congr rfl fun i _ => ?_
        unfold classInner
        rw [Finset.sum_div, Finset.sum_mul]
        refine Finset.sum_congr rfl fun l _ => ?_
        ring
    _ = ∑ l, classSize l * f l / 60 * ∑ i, table i l * table i k := by
        rw [Finset.sum_comm]
        refine Finset.sum_congr rfl fun l _ => ?_
        rw [Finset.mul_sum]
    _ = classSize k * f k / 60 * (60 / classSize k) := by
        -- column orthogonality keeps only the class `k`
        rw [Finset.sum_eq_single k]
        · rw [columns_orthogonal, if_pos rfl]
        · intro l _ hl
          rw [columns_orthogonal, if_neg hl, mul_zero]
        · intro h
          exact absurd (Finset.mem_univ k) h
    _ = f k := by field_simp

end

end IcosahedralCharacterTable
```

```lean
#print axioms IcosahedralCharacterTable.T1_eq_trace_rotation
#print axioms IcosahedralCharacterTable.triplet_products
#print axioms IcosahedralCharacterTable.rows_orthonormal
#print axioms IcosahedralCharacterTable.reduction_formula
```

```
'IcosahedralCharacterTable.T1_eq_trace_rotation' depends on axioms: [propext, Classical.choice, Quot.sound]
'IcosahedralCharacterTable.triplet_products' depends on axioms: [propext, Classical.choice, Quot.sound]
'IcosahedralCharacterTable.rows_orthonormal' depends on axioms: [propext, Classical.choice, Quot.sound]
'IcosahedralCharacterTable.reduction_formula' depends on axioms: [propext, Classical.choice, Quot.sound]
```
